# Inverse good Broyden matrices from the initial matrix and nonzero full steps

The good Broyden update divides by the squared length of the step, and that length is zero once an iteration has come to rest at a root. The update is therefore modelled here as a relation between the old and new matrices, with no division in it. A zero step is then allowed, and theorems that need a nonzero step say so.

The equation to be solved is \(F(x)=0\), for a map \(F\) from real vectors to real vectors of the same finite length. The iterates are \(x_k\), the steps \(s_k\) and the approximate Jacobians \(B_k\). If \(B_0\) is invertible and the full steps before \(N\) are nonzero, then \(B_N^{-1}\) is fixed by \(B_0^{-1}\) and the steps \(s_0,\dots,s_N\).

## The iteration as a set of equations

```lean
import Mathlib

open Matrix

namespace BroydenProductForm

noncomputable section

variable {n : Type*} [Fintype n] [DecidableEq n]
```

The finite type `n` labels the vector components. A vector is a function `n → ℝ`, and a matrix has type `Matrix n n ℝ`.

```lean
/-- The good Broyden update from `B` to `B'` for the step `s` and the residual change `y`,
written without division: `|s|² (B' - B) = (y - B s) sᵀ`. -/
def IsGoodUpdate (B B' : Matrix n n ℝ) (s y : n → ℝ) : Prop :=
  (s ⬝ᵥ s) • (B' - B) = vecMulVec (y - B *ᵥ s) s
```

Here `s ⬝ᵥ s` is the Euclidean \(|s|^2\), `B *ᵥ s` is the matrix-vector product \(Bs\), and `vecMulVec a s` is the outer product \(as^T\). With \(y\) for the change in residual, the definition reads

\[
|s|^2(B'-B)=(y-Bs)s^T .
\]

For \(s=0\) this is \(0=0\) and leaves \(B'\) free.

```lean
/-- A Broyden iteration for the residual map `F`, with iterates `x`, full quasi-Newton steps `s`
and approximate Jacobians `B`. -/
structure IsBroydenRun (F : (n → ℝ) → (n → ℝ)) (x s : ℕ → n → ℝ)
    (B : ℕ → Matrix n n ℝ) : Prop where
  step : ∀ k, B k *ᵥ s k = -F (x k)
  move : ∀ k, x (k + 1) = x k + s k
  update : ∀ k, IsGoodUpdate (B k) (B (k + 1)) (s k) (F (x (k + 1)) - F (x k))
```

A run consists of three sequences that satisfy, for every \(k\),

\[
B_ks_k=-F(x_k),\qquad x_{k+1}=x_k+s_k,
\]

and the good update with \(y_k=F(x_{k+1})-F(x_k)\). Nothing is assumed about smoothness of \(F\) or convergence. Damping and line searches are excluded, because the whole of \(s_k\) is added to \(x_k\). The structure also presupposes that each step equation has a solution.

```lean
/-- The factor `I + t sᵀ / |s|²` built from a step `s ≠ 0` and the following step `t`. -/
def stepFactor (s t : n → ℝ) : Matrix n n ℝ :=
  1 + (s ⬝ᵥ s)⁻¹ • vecMulVec t s
```

For consecutive steps \(s\) and \(t\), this is the matrix \(I+ts^T/|s|^2\). Write \(E_k=I+s_{k+1}s_k^T/|s_k|^2\) for the factor at position \(k\).

```lean
/-- The ordered product of the first `N` step factors, the latest on the left, for a sequence
whose first `N` steps are nonzero. -/
def stepProduct (s : ℕ → n → ℝ) : ℕ → Matrix n n ℝ
  | 0 => 1
  | k + 1 => stepFactor (s k) (s (k + 1)) * stepProduct s k
```

The recursion defines \(E_{N-1}\cdots E_1E_0\), with the identity for \(N=0\). The order matters, since these factors generally do not commute.

```lean
omit [DecidableEq n] in
/-- For a nonzero step, the good Broyden update is the textbook rank-one formula
`B' = B + (y - B s) sᵀ / |s|²`. -/
theorem isGoodUpdate_iff {B B' : Matrix n n ℝ} {s y : n → ℝ} (hs : s ≠ 0) :
    IsGoodUpdate B B' s y ↔ B' = B + (s ⬝ᵥ s)⁻¹ • vecMulVec (y - B *ᵥ s) s := by
  have h0 : s ⬝ᵥ s ≠ 0 := fun h => hs (dotProduct_self_eq_zero.mp h)
  unfold IsGoodUpdate
  constructor
  · intro h
    rw [← h, smul_smul, inv_mul_cancel₀ h0, one_smul]
    abel
  · intro h
    rw [h, add_sub_cancel_left, smul_smul, mul_inv_cancel₀ h0, one_smul]
```

For \(s\neq0\), dividing the relation by \(|s|^2\) gives the textbook formula

\[
B'=B+\frac{(y-Bs)s^T}{|s|^2},
\]

and multiplying back gives the converse. The proof first obtains \(|s|^2\neq0\) from \(s\neq0\), then does these two calculations.

## From the update to the inverse

```lean
/-- In a Broyden iteration with `s_k ≠ 0`, the new matrix times the step factor gives back the
old matrix: `B_{k+1} (I + s_{k+1} s_kᵀ / |s_k|²) = B_k`. -/
theorem mul_stepFactor {F : (n → ℝ) → (n → ℝ)} {x s : ℕ → n → ℝ} {B : ℕ → Matrix n n ℝ}
    (h : IsBroydenRun F x s B) {k : ℕ} (hs : s k ≠ 0) :
    B (k + 1) * stepFactor (s k) (s (k + 1)) = B k := by
  -- the full step turns the secant defect into the new residual
  have hy : F (x (k + 1)) - F (x k) - B k *ᵥ s k = -(B (k + 1) *ᵥ s (k + 1)) := by
    rw [h.step k, h.step (k + 1)]
    abel
  have hn : vecMulVec (-(B (k + 1) *ᵥ s (k + 1))) (s k)
      = -(B (k + 1) * vecMulVec (s (k + 1)) (s k)) := by
    ext i j
    simp only [vecMulVec_apply, Matrix.neg_apply, Pi.neg_apply, Matrix.mul_apply,
      Matrix.mulVec, dotProduct, neg_mul, Finset.sum_mul, mul_assoc]
  have hu := (isGoodUpdate_iff hs).mp (h.update k)
  rw [hy, hn] at hu
  rw [stepFactor, mul_add, mul_one, mul_smul_comm]
  linear_combination (norm := module) hu
```

The theorem states \(B_{k+1}E_k=B_k\) for \(s_k\neq0\). By hand, the step equation at \(k\) gives

\[
y_k-B_ks_k=F(x_{k+1})-F(x_k)+F(x_k)=F(x_{k+1}),
\]

and the step equation at \(k+1\) turns this into \(-B_{k+1}s_{k+1}\). The update becomes

\[
B_{k+1}=B_k-\frac{B_{k+1}s_{k+1}s_k^T}{|s_k|^2}.
\]

Moving the last term to the left and factoring out \(B_{k+1}\) gives the claim. In the proof, `hy` is the first calculation, `hn` takes \(B_{k+1}\) outside the outer product, and `linear_combination` does the final rearrangement.

```lean
/-- In a Broyden iteration, if `B_k` is invertible and `s_k ≠ 0`, then `B_{k+1}` is invertible and
`B_{k+1}⁻¹ = (I + s_{k+1} s_kᵀ / |s_k|²) B_k⁻¹`. -/
theorem inverse_update {F : (n → ℝ) → (n → ℝ)} {x s : ℕ → n → ℝ} {B : ℕ → Matrix n n ℝ}
    (h : IsBroydenRun F x s B) {k : ℕ} (hs : s k ≠ 0) (hB : IsUnit (B k).det) :
    IsUnit (B (k + 1)).det ∧
      (B (k + 1))⁻¹ = stepFactor (s k) (s (k + 1)) * (B k)⁻¹ := by
  constructor
  · rw [← mul_stepFactor h hs, Matrix.det_mul] at hB
    exact isUnit_of_mul_isUnit_left hB
  · apply Matrix.inv_eq_right_inv
    rw [← mul_assoc, mul_stepFactor h hs, Matrix.mul_nonsing_inv _ hB]
```

`IsUnit (B k).det` says that the determinant is nonzero, so that \(B_k\) is invertible. Taking determinants of the previous identity gives

\[
\det B_{k+1}\,\det E_k=\det B_k\neq0,
\]

so \(B_{k+1}\) is invertible as well. Moreover,

\[
B_{k+1}\left(E_kB_k^{-1}\right)=B_kB_k^{-1}=I,
\qquad\text{hence}\qquad B_{k+1}^{-1}=E_kB_k^{-1}.
\]

The two bullets of the proof are these two arguments. Invertibility of \(B_{k+1}\) is derived, but the derivation uses the existence of \(s_{k+1}\), which is part of being a run.

```lean
/-- In a Broyden iteration, if `B_0` is invertible and the steps before `N` are nonzero, then `B_N`
is invertible and its inverse is the product of the step factors times `B_0⁻¹`. -/
theorem inverse_product_form {F : (n → ℝ) → (n → ℝ)} {x s : ℕ → n → ℝ}
    {B : ℕ → Matrix n n ℝ} (h : IsBroydenRun F x s B) (h0 : IsUnit (B 0).det) (N : ℕ)
    (hs : ∀ k < N, s k ≠ 0) :
    IsUnit (B N).det ∧ (B N)⁻¹ = stepProduct s N * (B 0)⁻¹ := by
  induction N with
  | zero => exact ⟨h0, by rw [stepProduct, one_mul]⟩
  | succ N ih =>
    obtain ⟨hu, hp⟩ := ih fun k hk => hs k (by omega)
    obtain ⟨hu', hp'⟩ := inverse_update h (hs N (by omega)) hu
    exact ⟨hu', by rw [hp', hp, stepProduct, mul_assoc]⟩
```

Repeating the one-step formula gives

\[
B_N^{-1}=E_{N-1}\cdots E_1E_0\,B_0^{-1}.
\]

The proof is induction on \(N\). The case \(N=0\) is the assumption on \(B_0\), and each later case puts one more factor on the left. Only \(s_0,\dots,s_{N-1}\) must be nonzero. The last step \(s_N\) may vanish; for \(N\ge1\) this makes \(E_{N-1}=I\).

## Computing a step that occurs in its own factor

```lean
/-- Applying a step factor with `s ≠ 0` to a vector `z` adds a multiple of `t` to it:
`(I + t sᵀ / |s|²) z = z + (s·z / |s|²) t`. -/
theorem stepFactor_mulVec (s t z : n → ℝ) :
    stepFactor s t *ᵥ z = z + ((s ⬝ᵥ z) / (s ⬝ᵥ s)) • t := by
  have hv : vecMulVec t s *ᵥ z = (s ⬝ᵥ z) • t := by
    ext i
    simp only [Matrix.mulVec, dotProduct, vecMulVec_apply, Pi.smul_apply, smul_eq_mul,
      Finset.sum_mul]
    exact Finset.sum_congr rfl fun j _ => by ring
  rw [stepFactor, Matrix.add_mulVec, Matrix.one_mulVec, Matrix.smul_mulVec, hv, smul_smul,
    div_eq_inv_mul]
```

Since \((ts^T)z=(s\cdot z)t\), applying a factor to a vector \(z\) gives

\[
\left(I+\frac{ts^T}{|s|^2}\right)z=z+\frac{s\cdot z}{|s|^2}\,t .
\]

No matrix has to be formed. The Lean statement needs no condition \(s\neq0\), because division by zero returns zero there and both sides reduce to \(z\).

```lean
/-- The next step of a Broyden iteration from the old matrix: if `B_k` is invertible, `s_k ≠ 0` and
`z` solves `B_k z = -F(x_{k+1})`, then `s_k·z ≠ |s_k|²` and `s_{k+1} = |s_k|² z / (|s_k|² - s_k·z)`.
-/
theorem next_step {F : (n → ℝ) → (n → ℝ)} {x s : ℕ → n → ℝ} {B : ℕ → Matrix n n ℝ}
    (h : IsBroydenRun F x s B) {k : ℕ} (hs : s k ≠ 0) (hB : IsUnit (B k).det)
    {z : n → ℝ} (hz : B k *ᵥ z = -F (x (k + 1))) :
    s k ⬝ᵥ z ≠ s k ⬝ᵥ s k ∧
      s (k + 1) = ((s k ⬝ᵥ s k) / (s k ⬝ᵥ s k - s k ⬝ᵥ z)) • z := by
  have h0 : s k ⬝ᵥ s k ≠ 0 := fun h => hs (dotProduct_self_eq_zero.mp h)
  have hB' := (inverse_update h hs hB).1
  have cancel : ∀ v, (B (k + 1))⁻¹ *ᵥ (B (k + 1) *ᵥ v) = v := fun v => by
    rw [Matrix.mulVec_mulVec, Matrix.nonsing_inv_mul _ hB', Matrix.one_mulVec]
  have e : B (k + 1) *ᵥ (stepFactor (s k) (s (k + 1)) *ᵥ z) = B (k + 1) *ᵥ s (k + 1) := by
    rw [Matrix.mulVec_mulVec, mul_stepFactor h hs, hz, h.step (k + 1)]
  -- the new step satisfies a linear equation in which it appears on both sides
  have hE : z + ((s k ⬝ᵥ z) / (s k ⬝ᵥ s k)) • s (k + 1) = s (k + 1) := by
    rw [← stepFactor_mulVec, ← cancel (stepFactor (s k) (s (k + 1)) *ᵥ z), e, cancel]
  have hne : s k ⬝ᵥ z ≠ s k ⬝ᵥ s k := by
    intro hc
    rw [hc, div_self h0, one_smul] at hE
    have hz0 : z = 0 := by simpa using hE
    rw [hz0, dotProduct_zero] at hc
    exact h0 hc.symm
  refine ⟨hne, ?_⟩
  have hd : s k ⬝ᵥ s k - s k ⬝ᵥ z ≠ 0 := sub_ne_zero.mpr hne.symm
  have hc : (s k ⬝ᵥ z) / (s k ⬝ᵥ s k) * (s k ⬝ᵥ s k) = s k ⬝ᵥ z := div_mul_cancel₀ _ h0
  ext i
  have hi := congrFun hE i
  simp only [Pi.add_apply, Pi.smul_apply, smul_eq_mul] at hi ⊢
  rw [div_mul_eq_mul_div, eq_div_iff hd]
  linear_combination (-(s k ⬝ᵥ s k)) * hi + s (k + 1) i * hc
```

The formula for \(B_{k+1}^{-1}\) contains \(s_{k+1}\), the very step that it should produce. To resolve this, let \(z\) solve \(B_kz=-F(x_{k+1})\) with the old matrix. Then

\[
B_{k+1}E_kz=B_kz=-F(x_{k+1})=B_{k+1}s_{k+1}.
\]

Cancelling the invertible \(B_{k+1}\) leaves \(E_kz=s_{k+1}\), or

\[
z+\frac{s_k\cdot z}{|s_k|^2}\,s_{k+1}=s_{k+1}.
\]

If \(s_k\cdot z\) were equal to \(|s_k|^2\), this would force \(z=0\), hence \(|s_k|^2=s_k\cdot z=0\), which contradicts \(s_k\neq0\). The equation can therefore be solved:

\[
s_{k+1}=\frac{|s_k|^2}{|s_k|^2-s_k\cdot z}\,z .
\]

In the proof, `e` is the chain of equalities, `hE` the equation after cancellation and `hne` the argument by contradiction. The last lines solve for \(s_{k+1}\) component by component.

In code, one stores the steps and a way to apply \(B_0^{-1}\). As long as \(s_0,\dots,s_k\) are nonzero, the next step is found as follows after evaluating \(F(x_{k+1})\):

1. Set \(z=-B_0^{-1}F(x_{k+1})\).
2. For \(j=0,\dots,k-1\) in turn, replace \(z\) by \(z+(s_j\cdot z/|s_j|^2)\,s_{j+1}\).
3. Scale \(z\) by \(|s_k|^2/(|s_k|^2-s_k\cdot z)\) to get \(s_{k+1}\).

Each pass through the loop costs one scalar product and one vector addition if the squared lengths are stored. A program should still test the denominator in the third line: the theorem finds it nonzero for a run whose next step exists, while a program is only about to construct that step. The denominator divided by \(|s_k|^2\) equals \(\det B_{k+1}/\det B_k\), so the test should be on this ratio: the denominator alone also becomes small when the steps do.

For a self-consistent-field calculation with a finite real density vector and undamped Broyden steps, \(F\) can be the output density minus the input density. The choice \(B_0=-I/\alpha\), with a mixing parameter \(\alpha>0\), then makes the first step simple linear mixing, \(s_0=\alpha F(x_0)\).

## A nonlinear run in the plane

```lean
/-- The nonlinear map `(u, v) ↦ (u + v, v²)` of the plane. -/
def planeF (v : Fin 2 → ℝ) : Fin 2 → ℝ := ![v 0 + v 1, v 1 ^ 2]
```

The example uses \(F(u,v)=(u+v,v^2)\). `Fin 2` has the labels 0 and 1, so `v 0` and `v 1` are the two components.

```lean
/-- Iterates that start at `(0, 1)` and stay at the origin from the third step on. -/
def planeX : ℕ → Fin 2 → ℝ
  | 0 => ![0, 1]
  | 1 => ![-1, 0]
  | 2 => ![-1 / 3, 0]
  | _ + 3 => ![0, 0]
```

The iterates are \((0,1)\), \((-1,0)\), \((-1/3,0)\) and then the root \((0,0)\), where the sequence stays.

```lean
/-- The differences of successive iterates `planeX`. -/
def planeS : ℕ → Fin 2 → ℝ
  | 0 => ![-1, -1]
  | 1 => ![2 / 3, 0]
  | 2 => ![1 / 3, 0]
  | _ + 3 => ![0, 0]
```

The steps are \((-1,-1)\), \((2/3,0)\) and \((1/3,0)\), followed by zeros.

```lean
/-- Approximate Jacobians that start from the identity matrix. -/
def planeB : ℕ → Matrix (Fin 2) (Fin 2) ℝ
  | 0 => !![1, 0; 0, 1]
  | 1 => !![3 / 2, 1 / 2; 0, 1]
  | _ + 2 => !![1, 1 / 2; 0, 1]
```

The matrices start from the identity. At the first step \(F(x_1)=(-1,0)\) and \(|s_0|^2=2\), so

\[
B_1=I+\frac{F(x_1)s_0^T}{2}
=\begin{pmatrix}3/2&1/2\\0&1\end{pmatrix}.
\]

The next update lowers the upper-left entry to 1, and the matrix is constant from then on.

```lean
/-- The plane example is a Broyden iteration with invertible initial matrix and three nonzero
steps. -/
theorem isBroydenRun_witness :
    IsBroydenRun planeF planeX planeS planeB ∧ IsUnit (planeB 0).det ∧
      ∀ k < 3, planeS k ≠ 0 := by
  have hstep : ∀ k, planeB k *ᵥ planeS k = -planeF (planeX k) := by
    rintro (_ | _ | _ | k) <;> ext i <;> fin_cases i <;>
      simp [planeF, planeX, planeS, planeB, Matrix.mulVec, dotProduct, Fin.sum_univ_two]
    norm_num
  refine ⟨⟨hstep, ?_, ?_⟩, ?_, ?_⟩
  · rintro (_ | _ | _ | k) <;> ext i <;> fin_cases i <;>
      simp [planeX, planeS] <;> norm_num
  · intro k
    unfold IsGoodUpdate
    -- the full step leaves only the new residual in the rank-one term
    rw [hstep k, sub_neg_eq_add, sub_add_cancel]
    rcases k with _ | _ | _ | k <;> ext i j <;> fin_cases i <;> fin_cases j <;>
      simp [planeF, planeX, planeS, planeB, dotProduct, Fin.sum_univ_two,
        vecMulVec_apply] <;>
      norm_num
  · simp [planeB, Matrix.det_fin_two]
  · intro k hk h0
    have h1 := congrFun h0 0
    interval_cases k <;> norm_num [planeS] at h1

end

end BroydenProductForm
```

The theorem confirms that these sequences form a run, that \(B_0\) is invertible and that the first three steps are nonzero. The assumptions of the product form are thus met for \(N=3\) by a nonlinear map. The proof splits into the indices 0, 1, 2 and all later ones, and checks the equations entry by entry.

```lean
#print axioms BroydenProductForm.inverse_product_form
#print axioms BroydenProductForm.next_step
```

```
'BroydenProductForm.inverse_product_form' depends on axioms: [propext, Classical.choice, Quot.sound]
'BroydenProductForm.next_step' depends on axioms: [propext, Classical.choice, Quot.sound]
```
